# In the unpolarised uniform electron gas, the Fock self-energy at the Fermi surface is −k/π, the density derivative of the exchange energy density

**Q:** Take the Fermi momentum to be \(k=1\) in atomic units. The Fermi-surface integral is \(\int_0^1 q\ln\frac{1+q}{1-q}\,dq\), and its integrand diverges at \(q=1\). Why is the answer finite?

**A:** An antiderivative is \(q+\frac{q^2-1}{2}\ln\frac{1+q}{1-q}\). The factor \(q^2-1\) suppresses the logarithm at \(q=1\), so the integral is 1 and the self-energy is \(-1/\pi\).

**Q:** Now derive it for any \(k>0\), starting from the Coulomb interaction.

**A:** In atomic units, exchange with the occupied states of the same spin gives, at momentum \(p>0\),

\[
\Sigma(p)=-\int_{|\mathbf q|<k}\frac{d^3q}{(2\pi)^3}\frac{4\pi}{|\mathbf p-\mathbf q|^2}
=-\frac1\pi\int_0^k q^2\int_{-1}^1\frac{du}{p^2+q^2-2pqu}\,dq .
\]

Here \(u\) is the cosine of the angle between the momenta. For \(q>0\) with \(q\ne p\), the inner integral is

\[
-\frac{1}{2pq}\Big[\ln(p^2+q^2-2pqu)\Big]_{-1}^{1}=\frac{L(q)}{pq},\qquad L(q)=\ln\left|\frac{p+q}{p-q}\right| .
\]

So \(\Sigma(p)=-\frac{1}{\pi p}\int_0^k qL(q)\,dq\). Let \(F(q)=pq+\frac{q^2-p^2}{2}L(q)\). Since \(L'=2p/(p^2-q^2)\),

\[
F'=p+qL+\frac{q^2-p^2}{2}\,\frac{2p}{p^2-q^2}=qL .
\]

Also \(F(0)=0\), and \(F\) extends continuously to \(q=p\) with value \(p^2\). Therefore

\[
\Sigma(p)=-\frac k\pi-\frac{k^2-p^2}{2\pi p}\ln\left|\frac{p+k}{p-k}\right|\quad(p\ne k),\qquad \Sigma(k)=-\frac k\pi .
\]

For an unpolarised gas of density \(n>0\), \(k^3=3\pi^2n\) gives \(dk/dn=\pi^2/k^2\). The exchange energy per volume is \(-k^4/(4\pi^3)\), so its density derivative is

\[
\frac{d}{dn}\left(-\frac{k^4}{4\pi^3}\right)=-\frac{k^3}{\pi^3}\,\frac{\pi^2}{k^2}=-\frac k\pi .
\]

**Q:** Does the Lean file start from that double integral, or from the logarithm?

**A:** From the double integral. In `fockSelfEnergy k p`, the real numbers `k` and `p` are the Fermi radius and the external momentum.

```lean
import Mathlib

open Real MeasureTheory

namespace UniformGasExchange

noncomputable section

/-- Fock self-energy (atomic units) at momentum `p > 0` for a filled Fermi sphere of radius
`k > 0`: the Coulomb exchange integral over the sphere, in spherical coordinates with
`u` the cosine of the angle between the two momenta. -/
def fockSelfEnergy (k p : ℝ) : ℝ :=
  -(1 / π) * ∫ q in (0 : ℝ)..k, q ^ 2 * ∫ u in (-1 : ℝ)..1, 1 / (p ^ 2 + q ^ 2 - 2 * p * q * u)
```

**Q:** And the density?

**A:** `fermiMomentum` fixes the unpolarised convention, with two electrons per occupied momentum.

```lean
/-- Fermi momentum of the unpolarised uniform gas of density `n ≥ 0`. -/
def fermiMomentum (n : ℝ) : ℝ := (3 * π ^ 2 * n) ^ (1 / 3 : ℝ)
```

**Q:** Is the exchange energy derived from the self-energy?

**A:** No, its formula is a definition. It stands for half the self-energy summed over occupied states of both spins, per volume.

```lean
/-- Exchange energy per volume of the uniform gas of density `n ≥ 0`. -/
def exchangeEnergyDensity (n : ℝ) : ℝ := -(fermiMomentum n) ^ 4 / (4 * π ^ 3)
```

**Q:** Then what exactly is the main claim?

**A:** `fock_at_fermi_surface_eq_exchange_potential` says that, for every `n > 0`, the self-energy at the Fermi surface is \(-k/\pi\), and `exchangeEnergyDensity` is differentiable at `n` with that self-energy as its derivative. The model is a three-dimensional uniform gas with unscreened exchange and no correlation. Inhomogeneous systems are not treated.

**Q:** Show me the proof, angular part first.

**A:** `hpos` keeps the denominator away from zero, `hderiv` checks the logarithmic antiderivative, and the endpoints give \((p\mp q)^2\).

```lean
/-- For momenta of different positive lengths `p` and `q`, the inverse square of the momentum
transfer, integrated over the cosine of the angle between them, is `ln|(p+q)/(p-q)| / (pq)`. -/
theorem angular_integral {p q : ℝ} (hp : 0 < p) (hq : 0 < q) (hne : q ≠ p) :
    ∫ u in (-1 : ℝ)..1, 1 / (p ^ 2 + q ^ 2 - 2 * p * q * u)
      = Real.log |(p + q) / (p - q)| / (p * q) := by
  have hsub : p - q ≠ 0 := sub_ne_zero.mpr hne.symm
  have hadd : p + q ≠ 0 := by positivity
  have hpq : 0 < p * q := mul_pos hp hq
  -- the squared momentum transfer never vanishes
  have hpos : ∀ u ∈ Set.uIcc (-1 : ℝ) 1, p ^ 2 + q ^ 2 - 2 * p * q * u ≠ 0 := by
    intro u hu
    rw [Set.uIcc_of_le (by norm_num)] at hu
    have h1 : 0 < (p - q) ^ 2 := by positivity
    have h2 : 0 ≤ p * q * (1 - u) := mul_nonneg hpq.le (by linarith [hu.2])
    have h3 : 0 < p ^ 2 + q ^ 2 - 2 * p * q * u := by nlinarith
    exact h3.ne'
  have hderiv : ∀ u ∈ Set.uIcc (-1 : ℝ) 1,
      HasDerivAt (fun u => -(1 / (2 * p * q)) * Real.log (p ^ 2 + q ^ 2 - 2 * p * q * u))
        (1 / (p ^ 2 + q ^ 2 - 2 * p * q * u)) u := by
    intro u hu
    have h0 := hpos u hu
    have h1 := ((((hasDerivAt_id' u).const_mul (2 * p * q)).const_sub
      (p ^ 2 + q ^ 2)).log h0).const_mul (-(1 / (2 * p * q)))
    have h2 : 1 / (2 * p * q) * (2 * p * q) = 1 := by field_simp
    refine h1.congr_deriv ?_
    linear_combination (1 / (p ^ 2 + q ^ 2 - 2 * p * q * u)) * h2
  have hint : IntervalIntegrable (fun u : ℝ => 1 / (p ^ 2 + q ^ 2 - 2 * p * q * u))
      volume (-1) 1 :=
    (ContinuousOn.div continuousOn_const (by fun_prop) hpos).intervalIntegrable
  rw [intervalIntegral.integral_eq_sub_of_hasDerivAt hderiv hint,
    show p ^ 2 + q ^ 2 - 2 * p * q * 1 = (p - q) ^ 2 by ring,
    show p ^ 2 + q ^ 2 - 2 * p * q * (-1) = (p + q) ^ 2 by ring,
    Real.log_pow, Real.log_pow, Real.log_abs, Real.log_div hadd hsub]
  push_cast
  field_simp
  ring
```

**Q:** That excludes the shell \(q=p\).

**A:** A single radius has measure zero, so the integrands need only agree almost everywhere.

```lean
/-- The self-energy is a radial integral over the occupied shells with a logarithmic kernel. -/
theorem fockSelfEnergy_eq_log {k p : ℝ} (hk : 0 < k) (hp : 0 < p) :
    fockSelfEnergy k p
      = -(1 / (π * p)) * ∫ q in (0 : ℝ)..k, q * Real.log |(p + q) / (p - q)| := by
  have hae : ∀ᵐ q : ℝ ∂volume, q ≠ p := by simp [ae_iff, measure_singleton]
  have h : ∫ q in (0 : ℝ)..k, q ^ 2 * ∫ u in (-1 : ℝ)..1, 1 / (p ^ 2 + q ^ 2 - 2 * p * q * u)
      = ∫ q in (0 : ℝ)..k, (1 / p) * (q * Real.log |(p + q) / (p - q)|) := by
    apply intervalIntegral.integral_congr_ae
    filter_upwards [hae] with q hq hmem
    rw [Set.uIoc_of_le hk.le] at hmem
    have hq0 : 0 < q := hmem.1
    rw [angular_integral hp hq0 hq]
    field_simp
  rw [fockSelfEnergy, h, intervalIntegral.integral_const_mul]
  field_simp
```

**Q:** Does \(p>0\) matter there?

**A:** Yes. At \(p=0\), \(k=1\), the double integral gives \(-2/\pi\), while the logarithmic formula gives 0, because its integral vanishes and Lean sets \(1/0=0\).

**Q:** How does the radial proof cross the singularity?

**A:** `hcont` rewrites \(F\) using terms of the form \(x\ln x\), which are continuous. `hint` shows that the integrand is integrable. The fundamental theorem then allows the one exceptional point \(q=p\), and `e` is the cancellation in \(F'\).

```lean
/-- The radial exchange integral in closed form; at `p = k` the last term is absent. -/
theorem radial_integral {k p : ℝ} (hk : 0 < k) (hp : 0 < p) :
    ∫ q in (0 : ℝ)..k, q * Real.log |(p + q) / (p - q)|
      = p * k + (k ^ 2 - p ^ 2) / 2 * Real.log |(p + k) / (p - k)| := by
  have hae : ∀ᵐ q : ℝ ∂volume, q ≠ p := by simp [ae_iff, measure_singleton]
  have hsplit : ∀ q : ℝ, 0 < q → q ≠ p →
      Real.log |(p + q) / (p - q)| = Real.log (p + q) - Real.log (p - q) := by
    intro q hq hne
    rw [Real.log_abs, Real.log_div (by positivity) (sub_ne_zero.mpr hne.symm)]
  have hcongr : ∫ q in (0 : ℝ)..k, q * Real.log |(p + q) / (p - q)|
      = ∫ q in (0 : ℝ)..k, q * (Real.log (p + q) - Real.log (p - q)) := by
    apply intervalIntegral.integral_congr_ae
    filter_upwards [hae] with q hq hmem
    rw [Set.uIoc_of_le hk.le] at hmem
    rw [hsplit q hmem.1 hq]
  -- the antiderivative is continuous through the singular shell, as `x log x` is
  have hcont : Continuous (fun q : ℝ =>
      p * q + (q ^ 2 - p ^ 2) / 2 * (Real.log (p + q) - Real.log (p - q))) := by
    have h1 : Continuous fun q : ℝ => (p + q) * Real.log (p + q) :=
      Real.continuous_mul_log.comp (by fun_prop : Continuous fun q : ℝ => p + q)
    have h2 : Continuous fun q : ℝ => (p - q) * Real.log (p - q) :=
      Real.continuous_mul_log.comp (by fun_prop : Continuous fun q : ℝ => p - q)
    have h3 := (by fun_prop : Continuous fun q : ℝ => p * q).add
      ((((by fun_prop : Continuous fun q : ℝ => q - p).mul h1).add
        ((by fun_prop : Continuous fun q : ℝ => q + p).mul h2)).div_const 2)
    refine h3.congr fun q => ?_
    simp only [Pi.add_apply, Pi.mul_apply]
    ring
  have hint : IntervalIntegrable
      (fun q : ℝ => q * (Real.log (p + q) - Real.log (p - q))) volume 0 k := by
    have h1 : IntervalIntegrable (fun q : ℝ => Real.log (p + q)) volume 0 k := by
      apply ContinuousOn.intervalIntegrable
      refine ContinuousOn.log (by fun_prop) fun q hq => ?_
      rw [Set.uIcc_of_le hk.le] at hq
      linarith [hq.1]
    have h2 : IntervalIntegrable (fun q : ℝ => Real.log (p - q)) volume 0 k := by
      simpa using (intervalIntegral.intervalIntegrable_log'
        (a := p - 0) (b := p - k)).comp_sub_left p
    exact (h1.sub h2).continuousOn_mul continuousOn_id
  rw [hcongr, integral_eq_of_hasDerivAt_off_countable _ _ (Set.countable_singleton p)
    hcont.continuousOn ?_ hint]
  · rcases eq_or_ne k p with rfl | hne
    · simp
    · rw [hsplit k hk hne]
      simp
  · rintro q ⟨hq, hne⟩
    rw [min_eq_left hk.le] at hq
    have hq0 : 0 < q := hq.1
    have ha : p + q ≠ 0 := by positivity
    have hb : p - q ≠ 0 := sub_ne_zero.mpr fun h => hne h.symm
    have hs : HasDerivAt (fun x : ℝ => (x ^ 2 - p ^ 2) / 2) q q := by
      refine (((hasDerivAt_pow 2 q).sub_const (p ^ 2)).div_const 2).congr_deriv ?_
      norm_num
    have h := ((hasDerivAt_id' q).const_mul p).fun_add (hs.fun_mul
      ((((hasDerivAt_id' q).const_add p).log ha).fun_sub
        (((hasDerivAt_id' q).const_sub p).log hb)))
    have e : (q ^ 2 - p ^ 2) / 2 * (1 / (p + q) - -1 / (p - q)) = -p := by
      field_simp
      ring
    refine h.congr_deriv ?_

    linear_combination e
```

Setting \(p=k\) removes the last term:

```lean
/-- At the Fermi surface, `-1/(πk)` times the radial exchange integral equals `-k/π`. -/
theorem fermi_surface_integral {k : ℝ} (hk : 0 < k) :
    -(1 / (π * k)) * ∫ q in (0 : ℝ)..k, q * Real.log ((k + q) / (k - q)) = -k / π := by
  have h := radial_integral hk hk
  simp only [Real.log_abs, sub_self, zero_div, zero_mul, add_zero] at h
  rw [h]
  field_simp
```

**Q:** And the density derivative?

**A:** `hcube` is \(k^3=3\pi^2n\), which turns the power-law derivative into \(\pi^2/k^2\).

```lean
/-- The Fermi momentum grows with density at the rate `π²/k²`. -/
theorem hasDerivAt_fermiMomentum {n : ℝ} (hn : 0 < n) :
    HasDerivAt fermiMomentum (π ^ 2 / fermiMomentum n ^ 2) n := by
  have hx : 0 < 3 * π ^ 2 * n := by positivity
  have hk : 0 < fermiMomentum n := Real.rpow_pos_of_pos hx _
  have hcube : fermiMomentum n ^ 3 = 3 * π ^ 2 * n := by
    rw [fermiMomentum, ← Real.rpow_natCast, ← Real.rpow_mul hx.le]
    norm_num
  have h := ((hasDerivAt_id' n).const_mul (3 * π ^ 2)).rpow_const
    (p := (1 / 3 : ℝ)) (Or.inl hx.ne')
  refine h.congr_deriv ?_
  rw [Real.rpow_sub_one hx.ne']
  change 3 * π ^ 2 * 1 * (1 / 3) * (fermiMomentum n / (3 * π ^ 2 * n)) = _
  rw [← hcube]
  field_simp
```

The main theorem combines the surface value with the chain rule; `key` is the final simplification.

```lean
/-- For the uniform gas of density `n > 0`, the Fock self-energy at the Fermi surface is `-k/π`,
and it is the derivative of the exchange energy density with respect to `n`. -/
theorem fock_at_fermi_surface_eq_exchange_potential {n : ℝ} (hn : 0 < n) :
    fockSelfEnergy (fermiMomentum n) (fermiMomentum n) = -fermiMomentum n / π ∧
      HasDerivAt exchangeEnergyDensity
        (fockSelfEnergy (fermiMomentum n) (fermiMomentum n)) n := by
  have hk : 0 < fermiMomentum n := Real.rpow_pos_of_pos (by positivity) _
  have hval : fockSelfEnergy (fermiMomentum n) (fermiMomentum n) = -fermiMomentum n / π := by
    rw [fockSelfEnergy_eq_log hk hk]
    simpa only [Real.log_abs] using fermi_surface_integral hk
  refine ⟨hval, ?_⟩
  rw [hval]
  -- chain rule through the Fermi momentum
  have h := ((hasDerivAt_fermiMomentum hn).fun_pow 4).fun_neg.div_const (4 * π ^ 3)
  have key : -(4 * fermiMomentum n ^ 3 * (π ^ 2 / fermiMomentum n ^ 2)) / (4 * π ^ 3)
      = -fermiMomentum n / π := by
    field_simp
  exact h.congr_deriv (by push_cast; exact key)
```

**Q:** Could the two quantities agree at every momentum?

**A:** No. For \(p\ne k\) the logarithm in the closed form is positive, so the sign of \(k^2-p^2\) decides: the self-energy is below \(-k/\pi\) inside the sphere and above it outside.

```lean
/-- The Fock self-energy lies strictly below `-k/π` inside the Fermi sphere and strictly above
it outside. -/
theorem fock_compared_with_fermi_surface {k p : ℝ} (hk : 0 < k) (hp : 0 < p) :
    (p < k → fockSelfEnergy k p < -k / π) ∧ (k < p → -k / π < fockSelfEnergy k p) := by
  have hform : fockSelfEnergy k p
      = -k / π - (k ^ 2 - p ^ 2) * (Real.log |(p + k) / (p - k)| / (2 * π * p)) := by
    rw [fockSelfEnergy_eq_log hk hp, radial_integral hk hp]
    field_simp
    ring
  have hlog : p ≠ k → 0 < Real.log |(p + k) / (p - k)| / (2 * π * p) := by
    intro hne
    refine div_pos (Real.log_pos ?_) (by positivity)
    rw [abs_div, lt_div_iff₀ (abs_pos.mpr (sub_ne_zero.mpr hne)), one_mul,
      abs_of_pos (add_pos hp hk), abs_lt]
    constructor <;> linarith
  rw [hform]
  constructor
  · intro h
    have h1 : 0 < k ^ 2 - p ^ 2 := by nlinarith
    linarith [mul_pos h1 (hlog h.ne)]
  · intro h
    have h1 : k ^ 2 - p ^ 2 < 0 := by nlinarith
    linarith [mul_neg_of_neg_of_pos h1 (hlog h.ne')]

end

end UniformGasExchange
```

**Q:** Where would I meet this in a code?

**A:** In an unpolarised local-density calculation, the exchange potential at each grid point is \(-(3n/\pi)^{1/3}\), which is \(-k/\pi\) for a uniform gas of the local density. A finite difference in \(n\) of the exchange energy per volume should reproduce it. If the code returns the exchange energy per electron, multiply by \(n\) before taking the difference.

```lean
#print axioms UniformGasExchange.fock_at_fermi_surface_eq_exchange_potential
#print axioms UniformGasExchange.fock_compared_with_fermi_surface
```

```
'UniformGasExchange.fock_at_fermi_surface_eq_exchange_potential' depends on axioms: [propext, Classical.choice, Quot.sound]
'UniformGasExchange.fock_compared_with_fermi_surface' depends on axioms: [propext, Classical.choice, Quot.sound]
```
